# Single-particle overlaps after two-port scattering factorise when the port amplitudes do not depend on the internal state

A particle enters one of two ports, `p` or `q`, with a wavepacket `f` or `g` over a finite set of internal indices, and a 2×2 complex matrix `u`, not assumed unitary, gives its amplitudes at the two output ports, the same for every internal index. The lemma says that the inner product of two such outgoing one-particle states is the inner product of columns `p` and `q` of `u` times that of `f` and `g`. The states need not be normalised; for nonzero outgoing states, the normalised overlap is this inner product divided by the product of their norms. The proof expands both sides into sums over the internal index, then tries to match the sums with `congr 1` and their terms with `ring`.

This version doesn't compile in Lean 4 with Mathlib:

```lean
import Mathlib

open Complex (normSq)
open scoped ComplexConjugate

namespace BeamSplitterExchange

noncomputable section

variable {n : Type*} [Fintype n]

/-- The overlap `⟨f, g⟩` of two wavepackets. -/
def overlap {m : Type*} [Fintype m] (f g : m → ℂ) : ℂ := ∑ i, conj (f i) * g i

/-- The outgoing state of one particle that entered port `p` with wavepacket `f`:
an amplitude for each output port and each internal index. -/
def scattered (u : Matrix (Fin 2) (Fin 2) ℂ) (p : Fin 2) (f : n → ℂ) : Fin 2 × n → ℂ :=
  fun x => u x.1 p * f x.2

/-- The overlap of two scattered particles is the overlap of their port amplitudes times
that of their wavepackets. -/
theorem overlap_scattered (u : Matrix (Fin 2) (Fin 2) ℂ) (p q : Fin 2) (f g : n → ℂ) :
    overlap (scattered u p f) (scattered u q g) =
      (conj (u 0 p) * u 0 q + conj (u 1 p) * u 1 q) * overlap f g := by
  simp only [overlap, scattered, Fintype.sum_prod_type, Fin.sum_univ_two, map_mul,
    add_mul, Finset.mul_sum]
  congr 1 <;> exact Finset.sum_congr rfl (fun _ _ => by ring)

end

end BeamSplitterExchange
```

The error:

```
Main.lean:27:56: error: `ring_nf` made no progress on the goal
Main.lean:27:14: error: Type mismatch
  Finset.sum_congr rfl fun x x_1 => ?m.61
has type
  Finset.sum ?m.58 ?m.55 = Finset.sum ?m.58 ?m.56
but is expected to have type
  ∑ x, (starRingEnd ℂ) (u 0 p) * (starRingEnd ℂ) (f x) * (u 0 q * g x) +
      ∑ x, (starRingEnd ℂ) (u 1 p) * (starRingEnd ℂ) (f x) * (u 1 q * g x) =
    ∑ x,
      ((starRingEnd ℂ) (u 0 p) * u 0 q * ((starRingEnd ℂ) (f x) * g x) +
        (starRingEnd ℂ) (u 1 p) * u 1 q * ((starRingEnd ℂ) (f x) * g x))
```

What went wrong. The second message shows the goal that `exact` faced. Its left side is two sums added together, one per output port, but its right side is a single sum whose terms are themselves additions. `Finset.mul_sum` and `add_mul` had moved the factor inside the sum and expanded it there, and nothing in the `simp only` list split the result. `congr 1` therefore had no matching pair of additions to take apart, and the whole equation remained. `Finset.sum_congr` proves that one `Finset.sum` equals another, so it could not fit a goal whose left side is an addition.

The first message comes from the same mismatch. The summands were still unknown, as the placeholders `?m.55` and `?m.56` show, so `ring` had no concrete identity to prove.

Adding `Finset.sum_add_distrib` splits the right side into two sums. `congr 1` then pairs them with those on the left, and in each pair `Finset.sum_congr` leaves `ring` only a reordering of factors.

After these edits no error is left:

```diff
@@ -24,5 +24,5 @@
       (conj (u 0 p) * u 0 q + conj (u 1 p) * u 1 q) * overlap f g := by
   simp only [overlap, scattered, Fintype.sum_prod_type, Fin.sum_univ_two, map_mul,
-    add_mul, Finset.mul_sum]
+    add_mul, Finset.mul_sum, Finset.sum_add_distrib]
   congr 1 <;> exact Finset.sum_congr rfl (fun _ _ => by ring)
 
```
